# Second-order vibrational energy for the coupling $\tfrac p2 q_1^2q_2$ and its pole-free zero-point shift

When a composite thermochemistry calculation takes its zero-point energy from second-order vibrational perturbation theory (VPT2), the anharmonic correction can be assembled from a constant $G_0$ and anharmonicity constants $x_{ij}$. Near a Fermi resonance some of these constants can become large. For two harmonic modes coupled by one cubic term, their poles cancel in the zero-point energy.

## One cubic term between two harmonic modes

The modes have quanta $a,b$ (energies $\hbar\omega$) and dimensionless coordinates $q_1,q_2$. The coupling is $V=\tfrac p2q_1^2q_2$, where the real number $p$ is the cubic force constant $\phi_{112}$, also an energy. Other cubic terms, quartic terms, rotation and further modes are absent, so the constants below are only the terms proportional to $p^2$ in the constants of a molecule; cross products of $p$ with other cubic force constants are not included.

In the code, `pos` is the harmonic matrix of $q$ and `posSq` its matrix square; the finite sum is exact because $q$ changes a level by one. A pair in `ℕ × ℕ` is a two-mode state, and `secondOrderTerm` is $|V_{ks}|^2/(E_s-E_k)$ for $k\ne s$.

```lean
import Mathlib

namespace CubicVPT2

noncomputable section

/-- Harmonic-oscillator matrix element of the dimensionless coordinate `q`. -/
def pos (i j : ℕ) : ℝ :=
  if i = j + 1 then Real.sqrt (((j : ℝ) + 1) / 2)
  else if j = i + 1 then Real.sqrt (((i : ℝ) + 1) / 2) else 0

/-- Matrix element of `q²` as a matrix product; `q` leads from `j` to no level above `j + 1`. -/
def posSq (i j : ℕ) : ℝ := ∑ k ∈ Finset.range (j + 2), pos i k * pos k j

/-- Matrix element of the cubic coupling `(p/2) q₁² q₂` between two-mode states. -/
def coupling (p : ℝ) (k s : ℕ × ℕ) : ℝ := p / 2 * posSq k.1 s.1 * pos k.2 s.2

/-- Harmonic energy of two modes with quanta `a` and `b`. -/
def energy (a b x y : ℝ) : ℝ := a * (x + 1 / 2) + b * (y + 1 / 2)

/-- Contribution of the state `k` to the second-order energy of the state `s`. -/
def secondOrderTerm (p a b : ℝ) (s k : ℕ × ℕ) : ℝ :=
  if k = s then 0 else coupling p k s ^ 2 / (energy a b s.1 s.2 - energy a b k.1 k.2)

/-- The constant term `G0` of the vibrational energy. -/
def G0 (p a b : ℝ) : ℝ := 3 * p ^ 2 * b / (64 * (4 * a ^ 2 - b ^ 2))

/-- The diagonal anharmonicity constant of the first mode. -/
def x11 (p a b : ℝ) : ℝ :=
  -(p ^ 2 * (8 * a ^ 2 - 3 * b ^ 2)) / (16 * b * (4 * a ^ 2 - b ^ 2))

/-- The anharmonicity constant that couples the two modes. -/
def x12 (p a b : ℝ) : ℝ := -(p ^ 2 * a) / (2 * (4 * a ^ 2 - b ^ 2))
```

From level $m$, the squared elements of $q$ are $(m+1)/2$ upwards and $m/2$ downwards. An element of $q^2$ is a sum over two-step paths, each contributing the product of its two elements of $q$. The two paths that return to $n$ contribute $(n+1)/2$ and $n/2$, which add up to $n+\tfrac12$; a change by two quanta has a single path. The squared elements of $q^2$ from level $n$ are therefore:

- $(n+\tfrac12)^2$ for no change,
- $A=(n+1)(n+2)/4$ for two quanta up,
- $B=n(n-1)/4$ for two quanta down.

`posSq_eq` expands the product over the two neighbours of $n$; `pos_sq` and `posSq_sq` then go through the cases. The selection rules follow from the elements that vanish.

```lean
lemma pos_up (n : ℕ) : pos (n + 1) n = Real.sqrt (((n : ℝ) + 1) / 2) := by
  unfold pos
  rw [if_pos rfl]

lemma pos_down (n : ℕ) : pos n (n + 1) = Real.sqrt (((n : ℝ) + 1) / 2) := by
  unfold pos
  rw [if_neg (by omega), if_pos rfl]

lemma pos_zero {i j : ℕ} (h : i ≠ j + 1) (h' : j ≠ i + 1) : pos i j = 0 := by
  unfold pos
  rw [if_neg h, if_neg h']

lemma posSq_eq (i n : ℕ) : posSq i n =
    pos i (n + 1) * Real.sqrt (((n : ℝ) + 1) / 2) + pos i (n - 1) * Real.sqrt ((n : ℝ) / 2) := by
  rcases n with _ | l
  · have h0 : pos 0 0 = 0 := pos_zero (by omega) (by omega)
    have h1 : pos 1 0 = Real.sqrt ((((0 : ℕ) : ℝ) + 1) / 2) := pos_up 0
    simp [posSq, Finset.sum_range_succ, h0, h1]
  · have hz : ∑ k ∈ Finset.range l, pos i k * pos k (l + 1) = 0 := by
      refine Finset.sum_eq_zero fun k hk => ?_
      have hk' := Finset.mem_range.mp hk
      have h : pos k (l + 1) = 0 := pos_zero (by omega) (by omega)
      rw [h, mul_zero]
    have h0 : pos (l + 1) (l + 1) = 0 := pos_zero (by omega) (by omega)
    unfold posSq
    rw [show l + 1 + 2 = l + 1 + 1 + 1 from rfl, Finset.sum_range_succ, Finset.sum_range_succ,
      Finset.sum_range_succ, hz, h0, pos_up (l + 1), pos_down l, Nat.add_sub_cancel]
    push_cast
    ring

lemma posSq_zero {i n : ℕ} (h1 : i ≠ n) (h2 : i ≠ n + 2) (h3 : n ≠ i + 2) : posSq i n = 0 := by
  have hu : pos i (n + 1) = 0 := pos_zero (by omega) (by omega)
  rw [posSq_eq, hu]
  rcases n with _ | l
  · simp
  · have hd : pos i (l + 1 - 1) = 0 := pos_zero (by omega) (by omega)
    rw [hd]
    ring

/-- Squared matrix elements of `q`: one quantum up or one quantum down. -/
theorem pos_sq (j m : ℕ) : pos j m ^ 2 =
    (if j = m + 1 then ((m : ℝ) + 1) / 2 else 0) + (if j = m - 1 then (m : ℝ) / 2 else 0) := by
  by_cases h : j = m + 1
  · rw [h, pos_up, if_pos rfl, if_neg (by omega), Real.sq_sqrt (by positivity), add_zero]
  by_cases h' : m = j + 1
  · subst h'
    rw [pos_down, if_neg (by omega), if_pos (by omega), Real.sq_sqrt (by positivity)]
    push_cast
    ring
  rw [pos_zero h h', if_neg h]
  split_ifs with h3
  · have hm : m = 0 := by omega
    simp [hm]
  · simp

/-- Squared matrix elements of `q²`: no change, two quanta up or two quanta down. -/
theorem posSq_sq (i n : ℕ) : posSq i n ^ 2 =
    (if i = n then ((n : ℝ) + 1 / 2) ^ 2 else 0)
    + (if i = n + 2 then ((n : ℝ) + 1) * (n + 2) / 4 else 0)
    + (if i = n - 2 then (n : ℝ) * (n - 1) / 4 else 0) := by
  by_cases h2 : i = n + 2
  · have hu : pos (n + 2) (n + 1) = Real.sqrt ((((n + 1 : ℕ) : ℝ) + 1) / 2) := pos_up (n + 1)
    have hd : pos (n + 2) (n - 1) = 0 := pos_zero (by omega) (by omega)
    rw [h2, posSq_eq, hu, hd, if_neg (by omega), if_pos rfl, if_neg (by omega), zero_mul,
      add_zero, mul_pow, Real.sq_sqrt (by positivity), Real.sq_sqrt (by positivity)]
    push_cast
    ring
  by_cases h3 : n = i + 2
  · subst h3
    have hu : pos i (i + 2 + 1) = 0 := pos_zero (by omega) (by omega)
    have hd : pos i (i + 2 - 1) = Real.sqrt (((i : ℝ) + 1) / 2) := pos_down i
    rw [posSq_eq, hu, hd, if_neg (by omega), if_neg (by omega), if_pos (by omega), zero_mul,
      zero_add, mul_pow, Real.sq_sqrt (by positivity), Real.sq_sqrt (by positivity)]
    push_cast
    ring
  -- the lowering term carries no weight for `n = 0` and `n = 1`
  have hl : (if i = n - 2 then (n : ℝ) * (n - 1) / 4 else 0) = 0 := by
    split_ifs with h
    · have hn : n = 0 ∨ n = 1 := by omega
      rcases hn with hn | hn <;> simp [hn]
    · rfl
  rw [hl, if_neg h2]
  by_cases h1 : i = n
  · have hd : pos n (n - 1) * Real.sqrt ((n : ℝ) / 2) = (n : ℝ) / 2 := by
      rcases n with _ | l
      · simp
      · rw [Nat.add_sub_cancel, pos_up]
        push_cast
        exact Real.mul_self_sqrt (by positivity)
    rw [if_pos h1, h1, posSq_eq, hd, pos_down, Real.mul_self_sqrt (by positivity)]
    ring
  · rw [if_neg h1, posSq_zero h1 h2 h3]
    ring

/-- Selection rules of the cubic coupling. -/
theorem selection {p : ℝ} {i j n m : ℕ} (h : coupling p (i, j) (n, m) ≠ 0) :
    (i = n ∨ i = n + 2 ∨ n = i + 2) ∧ (j = m + 1 ∨ m = j + 1) := by
  constructor
  · by_contra hc
    push Not at hc
    exact h (by simp [coupling, posSq_zero hc.1 hc.2.1 hc.2.2])
  · by_contra hc
    push Not at hc
    exact h (by simp [coupling, pos_zero hc.1 hc.2])
```

## Positive quanta: $a>0$ and $b>0$

Positive quanta describe a local minimum of the potential; for $p\neq0$ the cubic term makes the potential unbounded below, so "ground state" here means the harmonic state $(0,0)$ treated perturbatively. By hand, they keep the denominators $b$ and $2a+b$ away from zero; in the proofs, `positivity` and `linarith` use them for the same purpose. Without them the sum can break down: in the purely formal case $a=-1$, $b=2$ and $p\neq0$, which describes no real vibration, the state $(0,0)$ is coupled to $(2,1)$ at equal energy.

## Off the Fermi resonance: $b\neq2a$

This condition says that one quantum of the second mode does not match two of the first. It makes $2a-b$ nonzero, and `coupled_nondegenerate` confirms that no state coupled to $(n,m)$ then shares its energy, so the second-order sum is well defined. States connected only through two steps of $V$ can still be degenerate: at $a=b$, $(2,0)$ and $(0,2)$ are linked through $(0,1)$ and $(2,1)$, and the sum is then a diagonal element of the second-order effective Hamiltonian rather than the energy shift itself. The nondegenerate state $(0,0)$ is not affected.

```lean
/-- For positive `a` and `b` with `b ≠ 2a`, no state coupled to `(n, m)` is degenerate with it. -/
theorem coupled_nondegenerate {p a b : ℝ} (ha : 0 < a) (hb : 0 < b) (hres : b ≠ 2 * a)
    {i j n m : ℕ} (h : coupling p (i, j) (n, m) ≠ 0) : energy a b i j ≠ energy a b n m := by
  intro hE
  obtain ⟨h1, h2⟩ := selection h
  unfold energy at hE
  rcases h1 with rfl | rfl | rfl <;> rcases h2 with rfl | rfl <;> push_cast at hE <;>
    first
    | linarith
    | exact hres (by linarith)
```

At most six transitions contribute. `hasSum_channel` isolates one, and `transition_sum` adds all six for an arbitrary weight $F$, before any division. Lowering terms that would lead below level zero have zero weight.

```lean
lemma hasSum_channel (c d : ℕ) (u v x y : ℝ) (F : ℝ → ℝ → ℝ)
    (hx : u = 0 ∨ (c : ℝ) = x) (hy : v = 0 ∨ (d : ℝ) = y) :
    HasSum (fun k : ℕ × ℕ => (if k.1 = c then u else 0) * (if k.2 = d then v else 0)
      * F k.1 k.2) (u * v * F x y) := by
  have e : u * v * F x y = (if (c, d).1 = c then u else 0) * (if (c, d).2 = d then v else 0)
      * F ((c, d).1 : ℕ) ((c, d).2 : ℕ) := by
    rcases hx with rfl | rfl <;> rcases hy with rfl | rfl <;> simp
  rw [e]
  refine hasSum_single (c, d) fun k hk => ?_
  by_cases h1 : k.1 = c
  · have h2 : k.2 ≠ d := fun h2 => hk (Prod.ext h1 h2)
    simp [h2]
  · simp [h1]

/-- The squared coupling, summed over all states with any weight `F` of the quantum numbers,
reduces to six transitions. -/
theorem transition_sum (p : ℝ) (n m : ℕ) (F : ℝ → ℝ → ℝ) :
    HasSum (fun k : ℕ × ℕ => coupling p k (n, m) ^ 2 * F k.1 k.2)
      (p ^ 2 / 4 * (((n : ℝ) + 1 / 2) ^ 2 * (((m : ℝ) + 1) / 2 * F n (m + 1) + m / 2 * F n (m - 1))
        + ((n : ℝ) + 1) * (n + 2) / 4 *
          (((m : ℝ) + 1) / 2 * F (n + 2) (m + 1) + m / 2 * F (n + 2) (m - 1))
        + (n : ℝ) * (n - 1) / 4 *
          (((m : ℝ) + 1) / 2 * F (n - 2) (m + 1) + m / 2 * F (n - 2) (m - 1)))) := by
  have hm : (m : ℝ) / 2 = 0 ∨ ((m - 1 : ℕ) : ℝ) = (m : ℝ) - 1 := by
    rcases m with _ | m
    · left; simp
    · right; simp
  have hn : (n : ℝ) * (n - 1) / 4 = 0 ∨ ((n - 2 : ℕ) : ℝ) = (n : ℝ) - 2 := by
    rcases n with _ | _ | n
    · left; simp
    · left; simp
    · right
      rw [show n + 1 + 1 - 2 = n by omega]
      push_cast
      ring
  have up (u x : ℝ) (c : ℕ) (hc : u = 0 ∨ (c : ℝ) = x) :=
    (hasSum_channel c (m + 1) u (((m : ℝ) + 1) / 2) x (m + 1) F hc (Or.inr (by push_cast; rfl))).add
      (hasSum_channel c (m - 1) u ((m : ℝ) / 2) x (m - 1) F hc hm)
  have key := (((up (((n : ℝ) + 1 / 2) ^ 2) n n (Or.inr rfl)).add
    (up (((n : ℝ) + 1) * (n + 2) / 4) (n + 2) (n + 2) (Or.inr (by push_cast; rfl)))).add
    (up ((n : ℝ) * (n - 1) / 4) (n - 2) (n - 2) hn)).mul_left (p ^ 2 / 4)
  convert key using 1
  · rfl
  · funext k
    have hV : coupling p k (n, m) ^ 2 = p ^ 2 / 4 * posSq k.1 n ^ 2 * pos k.2 m ^ 2 := by
      unfold coupling
      ring
    rw [hV, posSq_sq, pos_sq]
    ring
  · ring

lemma secondOrderTerm_eq (p a b : ℝ) (s k : ℕ × ℕ) : secondOrderTerm p a b s k =
    coupling p k s ^ 2 * (1 / (energy a b s.1 s.2 - energy a b k.1 k.2)) := by
  unfold secondOrderTerm
  split_ifs with h
  · simp [h]
  · rw [mul_one_div]
```

Now put $F=1/(E_s-E_k)$ and write $N=n+\tfrac12$, $M=m+\tfrac12$, $D=4a^2-b^2$. The two transitions that leave $n$ unchanged give
$$N^2\left(-\frac{m+1}{2b}+\frac{m}{2b}\right)=-\frac{N^2}{2b}.$$
The other four give
$$-A\left(\frac{m+1}{2(2a+b)}+\frac{m}{2(2a-b)}\right)+B\left(\frac{m+1}{2(2a-b)}+\frac{m}{2(2a+b)}\right).$$
With $m+1=M+\tfrac12$, $m=M-\tfrac12$, $A-B=N$ and $A+B=\tfrac12(N^2+\tfrac34)$, this equals
$$-\frac{2aNM}{D}+\frac{b}{4D}\left(N^2+\frac34\right).$$
Multiplying everything by $p^2/4$ yields $G_0+x_{11}N^2+x_{12}NM$ with
$$G_0=\frac{3p^2b}{64D},\quad x_{11}=-\frac{p^2(8a^2-3b^2)}{16bD},\quad x_{12}=-\frac{p^2a}{2D}.$$

In `vpt2_energy`, `e1` to `e6` are the six denominators, and `field_simp` and `ring` collect the terms. `HasSum` states that the sum over all states converges to this value.

```lean
/-- For positive `a` and `b` with `b ≠ 2a`, the second-order energy of the state `(n, m)` equals `G0
+ x11 (n+1/2)² + x12 (n+1/2)(m+1/2)`. -/
theorem vpt2_energy {p a b : ℝ} (ha : 0 < a) (hb : 0 < b) (hres : b ≠ 2 * a) (n m : ℕ) :
    HasSum (secondOrderTerm p a b (n, m))
      (G0 p a b + x11 p a b * ((n : ℝ) + 1 / 2) ^ 2
        + x12 p a b * ((n : ℝ) + 1 / 2) * ((m : ℝ) + 1 / 2)) := by
  have h := transition_sum p n m (fun x y => 1 / (energy a b n m - energy a b x y))
  convert h using 1
  · funext k
    exact secondOrderTerm_eq p a b (n, m) k
  · -- the six energy denominators
    have e1 : energy a b n m - energy a b n (m + 1) = -b := by unfold energy; ring
    have e2 : energy a b n m - energy a b n (m - 1) = b := by unfold energy; ring
    have e3 : energy a b n m - energy a b (n + 2) (m + 1) = -(2 * a + b) := by
      unfold energy; ring
    have e4 : energy a b n m - energy a b (n + 2) (m - 1) = -(2 * a - b) := by
      unfold energy; ring
    have e5 : energy a b n m - energy a b (n - 2) (m + 1) = 2 * a - b := by unfold energy; ring
    have e6 : energy a b n m - energy a b (n - 2) (m - 1) = 2 * a + b := by unfold energy; ring
    have h1 : 2 * a - b ≠ 0 := fun h0 => hres (by linarith)
    have h2 : 2 * a + b ≠ 0 := by positivity
    have hD : 4 * a ^ 2 - b ^ 2 = (2 * a - b) * (2 * a + b) := by ring
    simp only [e1, e2, e3, e4, e5, e6, div_neg, G0, x11, x12, hD]
    field_simp
    ring
```

For $n=m=0$ the constants combine to
$$\frac{p^2(6b^2-8a^2-8ab)}{64bD}=-\frac{p^2(2a-b)(2a+3b)}{32b(2a-b)(2a+b)},$$
and cancelling $2a-b$ leaves $-p^2\left(\frac1{16(2a+b)}+\frac1{32b}\right)$.

```lean
/-- For positive `a` and `b` with `b ≠ 2a`, the constants combine in the zero-point energy to an
expression without the denominator `2a - b`. -/
theorem zero_point_constants {p a b : ℝ} (ha : 0 < a) (hb : 0 < b) (hres : b ≠ 2 * a) :
    G0 p a b + (x11 p a b + x12 p a b) / 4
      = -p ^ 2 * (1 / (16 * (2 * a + b)) + 1 / (32 * b)) := by
  have h1 : 2 * a - b ≠ 0 := fun h0 => hres (by linarith)
  have h2 : 2 * a + b ≠ 0 := by positivity
  have hD : 4 * a ^ 2 - b ^ 2 = (2 * a - b) * (2 * a + b) := by ring
  simp only [G0, x11, x12, hD]
  field_simp
  ring
```

Without the condition, take $a=1$, $b=2$, $p=1$. The states $(0,1)$ and $(2,0)$ both have energy $7/2$ and are coupled by $V=1/4$, so the perturbation term divides by zero. The Lean formula fails even for the ground state: division by zero returns zero there, so all three constants vanish, while the sum is $-1/32$.

## The ground state needs no resonance condition

From $(0,0)$ only $(0,1)$ and $(2,1)$ are reached, at energies $b$ and $2a+b$ above it. Hence
$$\frac{p^2}{4}\left(-\frac1{8b}-\frac1{4(2a+b)}\right)=-p^2\left(\frac1{16(2a+b)}+\frac1{32b}\right),$$
also at $b=2a$. `ground_state_pole_free` proves this directly from `transition_sum`, together with the fact that every coupled state lies strictly higher. In this two-mode model, a large $x_{ij}$ near $b=2a$ therefore does not signal a large zero-point correction.

```lean
/-- For all positive `a` and `b`, including `b = 2a`, every state coupled to the ground state lies
above it, and the second-order ground-state energy has the stated closed form. -/
theorem ground_state_pole_free {p a b : ℝ} (ha : 0 < a) (hb : 0 < b) :
    (∀ i j : ℕ, coupling p (i, j) (0, 0) ≠ 0 → energy a b 0 0 < energy a b i j) ∧
    HasSum (secondOrderTerm p a b (0, 0))
      (-p ^ 2 * (1 / (16 * (2 * a + b)) + 1 / (32 * b))) := by
  constructor
  · intro i j h
    have hj : j = 1 := by
      have := (selection h).2
      omega
    subst hj
    have hi : 0 ≤ a * (i : ℝ) := by positivity
    unfold energy
    push_cast
    linarith
  · have h := transition_sum p 0 0
      (fun x y => 1 / (energy a b (0 : ℕ) (0 : ℕ) - energy a b x y))
    convert h using 1
    · funext k
      exact secondOrderTerm_eq p a b (0, 0) k
    · -- only the two upward transitions survive
      have e1 : energy a b 0 0 - energy a b 0 (0 + 1) = -b := by unfold energy; ring
      have e3 : energy a b 0 0 - energy a b (0 + 2) (0 + 1) = -(2 * a + b) := by
        unfold energy; ring
      simp only [Nat.cast_zero, e1, e3, div_neg, zero_div, zero_mul, add_zero]
      field_simp
      ring

end

end CubicVPT2
```

```lean
#print axioms CubicVPT2.coupled_nondegenerate
-- 'CubicVPT2.coupled_nondegenerate' depends on axioms: [propext, Classical.choice, Quot.sound]
#print axioms CubicVPT2.vpt2_energy
-- 'CubicVPT2.vpt2_energy' depends on axioms: [propext, Classical.choice, Quot.sound]
#print axioms CubicVPT2.zero_point_constants
-- 'CubicVPT2.zero_point_constants' depends on axioms: [propext, Classical.choice, Quot.sound]
#print axioms CubicVPT2.ground_state_pole_free
-- 'CubicVPT2.ground_state_pole_free' depends on axioms: [propext, Classical.choice, Quot.sound]
```
